# Divergence of the angular integral of the inverse squared momentum transfer as the final momentum approaches the initial one from below

For momenta of magnitudes `p` and `q`, the squared momentum transfer at scattering cosine x is p² + q² − 2pqx, and `angularIntegral p q` integrates its inverse over x from −1 to 1. The lemma `tendsto_soft_photon` states that, at fixed p > 0, this integral tends to +∞ as q approaches p from below. It concerns this bare integral only, with no screening term in the denominator and no other factors of a cross section. The proof uses the closed form ln((p + q)/|p − q|)/(pq) and bounds it from below, for 0 < q < p, by (ln p − ln(p − q))/p², which diverges because p − q tends to zero through positive values.

As first written in Lean, the proof fails:

```lean
import Mathlib

open Filter Topology

namespace TendstoSoftPhoton

noncomputable section

/-- Squared momentum transfer between momenta of magnitudes `p` and `q` whose directions
enclose an angle with cosine `x`. -/
def transferSq (p q x : ℝ) : ℝ := p ^ 2 + q ^ 2 - 2 * p * q * x

/-- Integral of the inverse squared momentum transfer over the cosine of the scattering angle,
used for positive `p ≠ q`, where the denominator has no zero. -/
def angularIntegral (p q : ℝ) : ℝ := ∫ x in (-1 : ℝ)..1, 1 / transferSq p q x

/-- For positive momenta of different magnitude, the squared momentum transfer is positive at
every scattering angle. -/
theorem transferSq_pos {p q x : ℝ} (hp : 0 < p) (hq : 0 < q) (hpq : p ≠ q) (hx : x ≤ 1) :
    0 < transferSq p q x := by
  have hd : p - q ≠ 0 := sub_ne_zero.mpr hpq
  have h1 : 0 < (p - q) ^ 2 := by positivity
  have h2 : 0 ≤ p * q * (1 - x) := mul_nonneg (mul_pos hp hq).le (sub_nonneg.mpr hx)
  unfold transferSq
  linarith [h1, h2, show p ^ 2 + q ^ 2 - 2 * p * q * x
    = (p - q) ^ 2 + 2 * (p * q * (1 - x)) by ring]

/-- For positive momenta of different magnitude, the inverse squared momentum transfer is
integrable over the scattering cosine. -/
theorem integrable_inv_transferSq {p q : ℝ} (hp : 0 < p) (hq : 0 < q) (hpq : p ≠ q) :
    IntervalIntegrable (fun x => 1 / transferSq p q x) MeasureTheory.volume (-1) 1 := by
  apply ContinuousOn.intervalIntegrable
  apply ContinuousOn.div continuousOn_const
  · unfold transferSq
    fun_prop
  · intro x hx
    rw [Set.uIcc_of_le (by norm_num)] at hx
    exact (transferSq_pos hp hq hpq hx.2).ne'

/-- The angular integral for positive momenta `p ≠ q` is the Born logarithm
`ln ((p + q) / |p - q|)` divided by `p q`. -/
theorem angularIntegral_eq_log {p q : ℝ} (hp : 0 < p) (hq : 0 < q) (hpq : p ≠ q) :
    angularIntegral p q = 1 / (p * q) * Real.log ((p + q) / |p - q|) := by
  have hp0 : p ≠ 0 := hp.ne'
  have hq0 : q ≠ 0 := hq.ne'
  -- the antiderivative is a logarithm of the squared momentum transfer
  have hderiv : ∀ x ∈ Set.uIcc (-1 : ℝ) 1,
      HasDerivAt (fun y => -(1 / (2 * p * q)) * Real.log (transferSq p q y))
        (1 / transferSq p q x) x := by
    intro x hx
    rw [Set.uIcc_of_le (by norm_num)] at hx
    have hne : transferSq p q x ≠ 0 := (transferSq_pos hp hq hpq hx.2).ne'
    have h : HasDerivAt (fun y => transferSq p q y) (-(2 * p * q)) x :=
      (((hasDerivAt_id' x).const_mul (2 * p * q)).const_sub (p ^ 2 + q ^ 2)).congr_deriv
        (by ring)
    exact ((h.log hne).const_mul (-(1 / (2 * p * q)))).congr_deriv (by field_simp)
  -- forward and backward scattering give the two limits
  have hf : transferSq p q 1 = |p - q| ^ 2 := by
    rw [sq_abs]
    unfold transferSq
    ring
  have hb : transferSq p q (-1) = (p + q) ^ 2 := by
    unfold transferSq
    ring
  unfold angularIntegral
  rw [intervalIntegral.integral_eq_sub_of_hasDerivAt hderiv
    (integrable_inv_transferSq hp hq hpq), hf, hb, Real.log_pow, Real.log_pow,
    Real.log_div (add_pos hp hq).ne' (abs_pos.mpr (sub_ne_zero.mpr hpq)).ne']
  push_cast
  ring

/-- At fixed `p > 0`, the angular integral grows without bound as the final momentum
approaches `p` from below. -/
theorem tendsto_soft_photon {p : ℝ} (hp : 0 < p) :
    Tendsto (fun q => angularIntegral p q) (𝓝[<] p) atTop := by
  have h1 : Tendsto (fun q : ℝ => p - q) (𝓝[<] p) (𝓝[>] 0) := by
    apply tendsto_nhdsWithin_iff.mpr
    constructor
    · have c : ContinuousAt (fun q : ℝ => p - q) p := by fun_prop
      have t := c.tendsto
      simp only [sub_self] at t
      exact t.mono_left nhdsWithin_le_nhds
    · filter_upwards [self_mem_nhdsWithin] with q hq
      exact sub_pos.mpr hq
  have h2 : Tendsto (fun q : ℝ => 1 / p ^ 2 * (Real.log p + -Real.log (p - q)))
      (𝓝[<] p) atTop :=
    Tendsto.const_mul_atTop (by positivity) (tendsto_atTop_add_const_left _ _
      (tendsto_neg_atBot_atTop.comp (Real.tendsto_log_nhdsGT_zero.comp h1)))
  -- the closed form dominates this divergent logarithm
  apply tendsto_atTop_mono' _ _ h2
  filter_upwards [Ioo_mem_nhdsLT hp] with q hq
  have hq0 : 0 < q := hq.1
  have hd : 0 < p - q := sub_pos.mpr hq.2
  have l1 : Real.log p ≤ Real.log (p + q) := Real.log_le_log hp (by linarith)
  have l2 : Real.log (p - q) ≤ Real.log p := Real.log_le_log hd (by linarith)
  rw [angularIntegral_eq_log hp hq0 hq.2.ne', abs_of_pos hd,
    Real.log_div (add_pos hp hq0).ne' hd.ne']
  exact mul_le_mul (one_div_le_one_div_of_le (by positivity) (by nlinarith [mul_pos hp hd]))
    (by linarith) (by linarith) (by positivity)

end

end TendstoSoftPhoton
```

Messages:

```
Main.lean:84:24: error: Application type mismatch: The argument
  hq
has type
  q ∈ Set.Iio p
but is expected to have type
  ?m.129 < ?m.128
in the application
  sub_pos.mpr hq
```

What went wrong. The error arises in showing that p − q is positive when q lies below p. There `hq` has type `q ∈ Set.Iio p`, which means q < p by definition but is written as set membership. `sub_pos.mpr` expects an inequality, and the placeholders `?m.129 < ?m.128` in the message show that its two sides were still undetermined when `hq` was checked. The goal, itself a membership in `Set.Ioi 0`, had not fixed them, and Lean did not match the membership `hq` with the open inequality.

The repair first states `hlt : q < p := hq`. With both sides given, Lean only has to check that the membership unfolds to this inequality, and `sub_pos.mpr` then receives an argument of the form it expects. The line `hpos` also writes out the result, `0 < p - q`, so that `sub_pos` is no longer elaborated against a set membership. Finally, `exact hpos` closes the goal, since membership of p − q in `Set.Ioi 0` means just that inequality. The mathematical argument is unchanged.

Fix (accepted with no message):

```diff
@@ -82,5 +82,7 @@
       exact t.mono_left nhdsWithin_le_nhds
     · filter_upwards [self_mem_nhdsWithin] with q hq
-      exact sub_pos.mpr hq
+      have hlt : q < p := hq
+      have hpos : 0 < p - q := sub_pos.mpr hlt
+      exact hpos
   have h2 : Tendsto (fun q : ℝ => 1 / p ^ 2 * (Real.log p + -Real.log (p - q)))
       (𝓝[<] p) atTop :=
```
